# Orthonormal occupied orbitals give the same Slater determinant up to a phase exactly when a unitary matrix relates them

## A determinant as a list of minors

A Slater determinant can be described as an antisymmetric function of electron coordinates or by its expansion coefficients in a basis. Here it is described by its coefficients, so that everything becomes a statement about matrices.

Let χ_p be spin-orbital basis functions labelled by p in n, and let the occupied orbitals be labelled by j in k. The coefficient matrix C defines

φ_j = Σ_p C_pj χ_p.

A selection s assigns a basis function s(i) to each position i in k. Let A_s(C) be the square block of C with entries C_{s(i),j}. The coefficient of the determinant built from the selected basis functions is

D_s(C) = det A_s(C).

Both determinants carry the same prefactor 1/√N!, with N the number of electrons, so no further factor appears. Selections are ordered and may repeat a basis function. A repetition gives two equal rows and hence D_s(C) = 0, and reordering a selection changes at most the sign. The physical expansion uses each set of distinct basis functions once, in a fixed order. Keeping all selections adds no independent information, but it simplifies the sums below.

## One phase for all coefficients

Let U be a unitary k by k matrix that mixes the occupied orbitals. For every selection,

(CU)_{s(i),j} = Σ_l C_{s(i),l} U_lj,

which says that A_s(CU) = A_s(C) U. The product rule for determinants gives

D_s(CU) = det U · D_s(C).

Taking determinants in UU† = 1 gives

det U · (det U)* = 1, so |det U| = 1.

The factor does not depend on s. If c is a vector of coefficients over any finite list of determinants and H is any matrix over that list, then

(det U · c)† H (det U · c) = |det U|² c†Hc = c†Hc.

When the list is the full set of distinct determinants over an orthonormal basis, H is the Hamiltonian matrix and the orbitals are orthonormal, this number is the energy expectation value. In Hartree–Fock theory, where a single determinant is varied to make this energy stationary, unitary rotations among the occupied spin-orbitals are therefore redundant parameters.

## Recovering the unitary from the phase

Conversely, let n be finite, let C†C = 1 and C'†C' = 1, and suppose that D_s(C') = z D_s(C) for all s, with |z| = 1.

First, some coefficient of C is nonzero. For any k by n matrix M, row i of MC is Σ_p M_ip C_p, where C_p is row p of C. Expanding the determinant row by row gives

det(MC) = Σ_s (Π_i M_{i,s(i)}) D_s(C).

With M = C† the left side is 1, so the terms on the right cannot all vanish.

Fix s with D_s(C) ≠ 0, and write A = A_s(C) and A' = A_s(C'). Replace the basis function in position j of s by p. This puts C_p in row j of A, and expansion along that row gives the new coefficient

Σ_l C_pl adj(A)_lj = (C adj(A))_pj,

where adj is the adjugate, the transposed matrix of cofactors. The same holds for C', so proportionality of the coefficients means

C' adj(A') = z C adj(A).

Multiply from the right by A' and use adj(A')A' = det A' · 1 = z det A · 1:

z det A · C' = z C adj(A) A'.

Both z and det A are nonzero, hence

C' = CT, with T = adj(A) A' / det A.

Finally,

1 = C'†C' = T†C†CT = T†T,

and a square matrix with T†T = 1 is unitary.

## One electron, and the order of the quantifiers

For one occupied orbital the coefficients are the entries of a single column, and U is a number of modulus one. The theorem then says that two normalised orbitals have entries differing by one common phase exactly when one is a phase times the other.

This case also exposes a trap in stating the converse. The phase must be chosen before the selection: there is a z that works for all s. If each s may have its own phase, the claim is false. The columns (1, 1)/√2 and (1, −1)/√2 have coefficients of equal modulus, yet they are orthogonal orbitals.

## The statements in Lean

The types `n` and `k` label basis functions and occupied orbitals. `slaterCoeff C s` is D_s(C), and `C.submatrix s id` is the block A_s(C): rows chosen by `s`, all columns kept. `ciExpectation H c` is c†Hc, without division by the norm of c; `H` need not be Hermitian.

`slaterCoeff_unitary` states both that `‖U.det‖ = 1` and that every coefficient is multiplied by `U.det`. It needs neither orthonormal orbitals nor a finite basis. `ciExpectation_unitary` allows any finite list `d` of selections.

`common_phase_iff_unitary_rotation` is the equivalence. Its hypotheses `Cᴴ * C = 1` and `C'ᴴ * C' = 1` express orthonormal orbitals when the basis functions are themselves orthonormal. For an atomic-orbital basis with overlap matrix S the physical condition is C†SC = 1, which this theorem does not treat directly. The result concerns a single determinant, not the redundancies of a multi-determinant wave function.

```lean
import Mathlib

open Matrix

namespace RedundantOrbitalRotations

noncomputable section

variable {n k : Type*} [Fintype k] [DecidableEq k]

/-- The expansion coefficient of the Slater determinant with orbital coefficients `C` on the
selection `s` of basis functions: the minor of `C` with rows `s`. -/
def slaterCoeff (C : Matrix n k ℂ) (s : k → n) : ℂ :=
  (C.submatrix s id).det

/-- The quadratic form `c† H c` of a matrix `H` in a vector `c` of expansion coefficients. -/
def ciExpectation {ι : Type*} [Fintype ι] (H : Matrix ι ι ℂ) (c : ι → ℂ) : ℂ :=
  star c ⬝ᵥ (H *ᵥ c)

/-- Mixing the occupied orbitals by any square matrix `T` multiplies every expansion
coefficient by `det T`. -/
theorem slaterCoeff_mul (C : Matrix n k ℂ) (T : Matrix k k ℂ) (s : k → n) :
    slaterCoeff (C * T) s = T.det * slaterCoeff C s := by
  -- selecting rows commutes with multiplication from the right
  have h : (C * T).submatrix s id = C.submatrix s id * T := by
    ext i j
    simp [Matrix.mul_apply]
  rw [slaterCoeff, h, Matrix.det_mul, mul_comm, slaterCoeff]

/-- The determinant of a unitary matrix times its complex conjugate is one. -/
theorem det_mul_star_det {U : Matrix k k ℂ} (hU : U ∈ Matrix.unitaryGroup k ℂ) :
    U.det * star U.det = 1 := by
  have h := congrArg Matrix.det (Matrix.mem_unitaryGroup_iff.mp hU)
  rwa [Matrix.det_mul, Matrix.star_eq_conjTranspose, Matrix.det_conjTranspose,
    Matrix.det_one] at h

/-- A unitary rotation among the occupied orbitals multiplies all expansion coefficients of the
Slater determinant by the same number `det U`, which has modulus one. -/
theorem slaterCoeff_unitary (C : Matrix n k ℂ) {U : Matrix k k ℂ}
    (hU : U ∈ Matrix.unitaryGroup k ℂ) :
    ‖U.det‖ = 1 ∧ ∀ s : k → n, slaterCoeff (C * U) s = U.det * slaterCoeff C s := by
  refine ⟨?_, slaterCoeff_mul C U⟩
  have h := congrArg norm (det_mul_star_det hU)
  rw [norm_mul, norm_star, norm_one] at h
  nlinarith [norm_nonneg U.det]

/-- For any finite list `d` of determinants and any matrix `H` over that list, the quadratic form
of `H` in the expansion coefficients is unchanged by a unitary occupied-occupied rotation. -/
theorem ciExpectation_unitary {ι : Type*} [Fintype ι] (H : Matrix ι ι ℂ) (d : ι → k → n)
    (C : Matrix n k ℂ) {U : Matrix k k ℂ} (hU : U ∈ Matrix.unitaryGroup k ℂ) :
    ciExpectation H (fun a => slaterCoeff (C * U) (d a)) =
      ciExpectation H (fun a => slaterCoeff C (d a)) := by
  have hc : (fun a => slaterCoeff (C * U) (d a)) =
      U.det • (fun a => slaterCoeff C (d a)) := by
    funext a
    exact slaterCoeff_mul C U (d a)
  rw [hc]
  simp only [ciExpectation, star_smul, smul_dotProduct, Matrix.mulVec_smul, dotProduct_smul,
    smul_eq_mul]
  -- the phase meets its conjugate
  linear_combination (star (fun a => slaterCoeff C (d a)) ⬝ᵥ
    (H *ᵥ (fun a => slaterCoeff C (d a)))) * det_mul_star_det hU

/-- Replacing the basis function in position `j` of a selection by `p` gives a coefficient that is
an entry of `C` times the adjugate of the selected block. -/
theorem slaterCoeff_update (C : Matrix n k ℂ) (s : k → n) (j : k) (p : n) :
    slaterCoeff C (Function.update s j p) = (C * (C.submatrix s id).adjugate) p j := by
  have h : C.submatrix (Function.update s j p) id =
      (C.submatrix s id).updateRow j (C p) := by
    ext a b
    by_cases hab : a = j
    · subst hab
      simp
    · simp [Matrix.updateRow_apply, hab]
  -- Cramer's rule for the replaced row
  rw [slaterCoeff, h, ← Matrix.cramer_transpose_apply, Matrix.cramer_eq_adjugate_mulVec,
    ← Matrix.adjugate_transpose, Matrix.mulVec_transpose]
  rfl

/-- If all coefficients of `C'` are one nonzero multiple of those of `C`, and `C` has a nonzero
coefficient, then the orbitals `C'` are linear combinations of the orbitals `C`. -/
theorem exists_mixing_of_proportional {C C' : Matrix n k ℂ} {z : ℂ} (hz : z ≠ 0) {s : k → n}
    (hs : slaterCoeff C s ≠ 0) (h : ∀ t, slaterCoeff C' t = z * slaterCoeff C t) :
    ∃ T : Matrix k k ℂ, C' = C * T := by
  have key : C' * (C'.submatrix s id).adjugate =
      z • (C * (C.submatrix s id).adjugate) := by
    ext p j
    rw [Matrix.smul_apply, smul_eq_mul, ← slaterCoeff_update C', ← slaterCoeff_update C, h]
  have hd : (C'.submatrix s id).det = z * (C.submatrix s id).det := h s
  have hs' : (C.submatrix s id).det ≠ 0 := hs
  -- multiply by the selected block of `C'` to remove its adjugate
  have e := congrArg (fun M => M * C'.submatrix s id) key
  simp only [Matrix.mul_assoc, Matrix.adjugate_mul, Matrix.smul_mul, Matrix.mul_smul,
    Matrix.mul_one] at e
  rw [hd] at e
  refine ⟨((C.submatrix s id).det)⁻¹ •
    ((C.submatrix s id).adjugate * C'.submatrix s id), ?_⟩
  ext p j
  have ep := congrFun (congrFun e p) j
  simp only [Matrix.smul_apply, smul_eq_mul] at ep
  have e2 : (C.submatrix s id).det * C' p j =
      (C * ((C.submatrix s id).adjugate * C'.submatrix s id)) p j :=
    mul_left_cancel₀ hz (by linear_combination ep)
  rw [Matrix.mul_smul, Matrix.smul_apply, smul_eq_mul, ← e2, inv_mul_cancel_left₀ hs']

variable [Fintype n]

/-- The determinant of `M * C` is a sum over all selections of basis functions of products of
entries of `M` with the expansion coefficients of `C`. -/
theorem det_mul_eq_sum (M : Matrix k n ℂ) (C : Matrix n k ℂ) :
    (M * C).det = ∑ s : k → n, (∏ i, M i (s i)) * slaterCoeff C s := by
  have h : M * C = Matrix.of (fun i => ∑ p, M i p • C p) := by
    ext i j
    simp [Matrix.mul_apply, Finset.sum_apply]
  rw [h]
  -- the determinant is multilinear in its rows
  change (Matrix.detRowAlternating (R := ℂ) (n := k)).toMultilinearMap
    (fun i => ∑ p, M i p • C p) = _
  rw [MultilinearMap.map_sum]
  refine Finset.sum_congr rfl fun s _ => ?_
  rw [MultilinearMap.map_smul_univ _ (fun i => M i (s i)) (fun i => C (s i)), smul_eq_mul]
  rfl

/-- A Slater determinant of orthonormal orbitals has a nonzero expansion coefficient. -/
theorem exists_slaterCoeff_ne_zero {C : Matrix n k ℂ} (hC : Cᴴ * C = 1) :
    ∃ s : k → n, slaterCoeff C s ≠ 0 := by
  by_contra! h
  have e := det_mul_eq_sum Cᴴ C
  rw [hC, Matrix.det_one] at e
  simp [h] at e

/-- Two sets of orthonormal orbitals have expansion coefficients that agree up to one common phase
if and only if they are related by a unitary rotation among the occupied orbitals. -/
theorem common_phase_iff_unitary_rotation {C C' : Matrix n k ℂ}
    (hC : Cᴴ * C = 1) (hC' : C'ᴴ * C' = 1) :
    (∃ z : ℂ, ‖z‖ = 1 ∧ ∀ s : k → n, slaterCoeff C' s = z * slaterCoeff C s) ↔
      ∃ U ∈ Matrix.unitaryGroup k ℂ, C' = C * U := by
  constructor
  · rintro ⟨z, hz, h⟩
    have hz0 : z ≠ 0 := by
      rintro rfl
      simp at hz
    obtain ⟨s, hs⟩ := exists_slaterCoeff_ne_zero hC
    obtain ⟨T, rfl⟩ := exists_mixing_of_proportional hz0 hs h
    -- orthonormality of both sets makes the mixing matrix unitary
    refine ⟨T, ?_, rfl⟩
    rw [Matrix.conjTranspose_mul, Matrix.mul_assoc, ← Matrix.mul_assoc Cᴴ, hC,
      Matrix.one_mul] at hC'
    exact Matrix.mem_unitaryGroup_iff'.mpr hC'
  · rintro ⟨U, hU, rfl⟩
    exact ⟨U.det, slaterCoeff_unitary C hU⟩

end

end RedundantOrbitalRotations
```

```lean
#print axioms RedundantOrbitalRotations.ciExpectation_unitary
#print axioms RedundantOrbitalRotations.common_phase_iff_unitary_rotation
```

```
'RedundantOrbitalRotations.ciExpectation_unitary' depends on axioms: [propext, Classical.choice, Quot.sound]
'RedundantOrbitalRotations.common_phase_iff_unitary_rotation' depends on axioms: [propext, Classical.choice, Quot.sound]
```

## How the proof follows the algebra

**The phase.** `slaterCoeff_mul` holds for any square `T`. Its local statement `h` is the identity A_s(CT) = A_s(C)T, checked entry by entry, after which `Matrix.det_mul` supplies the factor. `det_mul_star_det` takes the determinant of UU† = 1. `slaterCoeff_unitary` takes norms in that equation, and `nlinarith` concludes from ‖det U‖² = 1 and ‖det U‖ ≥ 0 that the norm is one.

**The quadratic form.** In `ciExpectation_unitary`, `hc` writes the new coefficient vector as `U.det` times the old one. After the scalars are pulled out, `linear_combination` uses `det_mul_star_det` to remove the phase and its conjugate.

**Exchanging one basis function.** `slaterCoeff_update` first shows that changing the selection at `j` replaces row `j` of the block. Mathlib's form of Cramer's rule is stated for columns, so transposes appear before the result becomes an entry of C adj(A).

**The mixing matrix.** `exists_mixing_of_proportional` needs only a nonzero `z` and one nonzero coefficient of `C`, not orthonormality. The equation `key` is C' adj(A') = z C adj(A). Multiplication by A' gives `e`, `mul_left_cancel₀` cancels z, and the last line cancels det A. The matrix supplied is the T of the derivation.

**A nonzero coefficient.** `det_mul_eq_sum` writes the rows of MC as sums of rows of C. `MultilinearMap.map_sum` expands the determinant over all selections, and `MultilinearMap.map_smul_univ` extracts the product of entries of M. `exists_slaterCoeff_ne_zero` sets M = C† and assumes that all coefficients vanish, which would give 1 = 0.

**The equivalence.** From a common phase, `common_phase_iff_unitary_rotation` obtains a nonzero coefficient and then the mixing matrix `T`. Substituting C' = CT into the second orthonormality condition and using the first leaves T†T = 1, which is the membership condition for the unitary group. In the other direction, the required phase is `U.det`, and `slaterCoeff_unitary` provides both of its properties.
